# The neutral Fermi level of dilute charged defects: bounds on its slope in log pressure

Consider a crystal at fixed temperature, with finitely many defect and carrier species in equilibrium with a gas. Let t be the natural logarithm of the gas pressure relative to a reference pressure, and m the Fermi level, measured from a band edge, divided by k_B T. Suppose species i has charge q_i, in units of the elementary charge, and concentration

c_i(t, m) = a_i exp(s_i t − q_i m), with a_i > 0 and s_i real.

If at least one species is positive and one negative, each t has exactly one neutral level m(t), where Σ q_i c_i = 0, and for t < t'

min s_i/q_i ≤ (m(t') − m(t))/(t' − t) ≤ max s_i/q_i,

where the extremes run over the charged species. Neutral species may be present.

The prefactor a_i collects the site density and the formation free energy at the reference pressure and at m = 0. The exponent s_i is the number of gas molecules taken up when the defect forms, negative if gas is released. Electrons and holes, in the Boltzmann limit, are species with s_i = 0 and an effective density of states in place of the site density.

## Bracketing the next neutrality solve

A defect code that turns supercell formation energies into concentrations solves for neutrality at each pressure. Where the exponential law holds for every species, the bound brackets the next root from the last one. With r and R the least and greatest ratios and t < t',

m(t) + r(t' − t) ≤ m(t') ≤ m(t) + R(t' − t).

In a sweep towards lower pressure, t' < t, the two ends change places. In floating point the bracket should be padded slightly, since the last root carries an error and the bracket has zero width when all ratios agree.

For oxygen vacancies of charge +2 (s = −1/2) compensated by electrons (s = 0, q = −1), the ratios are −1/4 and 0, and the slope is −1/6. Where the exponential law holds, a computed slope that leaves the interval by more than rounding error signals a mistake, such as a wrong sign, a wrong exponent or an unconverged root.

## From monotone charge to the slope bounds

Write N(t, m) = Σ q_i c_i(t, m) for the net charge.

**Monotonicity.** Raising m lowers the concentration of positive species and raises that of negative ones. Both changes lower N, and neutral species contribute nothing. With a charged species present, N strictly decreases in m.

**Existence.** Choose j with q_j < 0 and set d = a_j exp(s_j t). For m ≥ 0 the other species carry no more charge than at m = 0. Since exp(x) ≥ 1 + x and q_j d < 0,

q_j d exp(−q_j m) ≤ q_j d − q_j² d m.

Hence N(t, m) ≤ N(t, 0) − e m with e = q_j² d > 0, and m = |N(t, 0)|/e gives N ≤ 0. Reversing all charges and m reverses N, so the same argument applied to a positive species gives a level with N ≥ 0. Continuity supplies a root, and strict monotonicity makes it unique.

**Slope.** Let m and m' be neutral at t < t', and let r ≤ s_i/q_i for every charged species. Move from (t, m) to (t', m + r(t' − t)). The exponent of species i changes by

Δ_i = (s_i − q_i r)(t' − t),

and for a charged species

q_i Δ_i = q_i² (s_i/q_i − r)(t' − t) ≥ 0.

No species' charge decreases, so N(t', m + r(t' − t)) ≥ 0 = N(t', m'). As N decreases in m, m' ≥ m + r(t' − t). Charge reversal turns an upper bound R on the ratios into a lower bound −R, which gives m' − m ≤ R(t' − t).

**Equality.** If some ratio exceeds r, the charge at the shifted point is strictly positive and m' lies strictly above it. If all ratios equal r, the two bounds coincide. The slope therefore equals r exactly when every charged species has ratio r.

**Two species.** For a donor (charge z, prefactor A, exponent σ) and an acceptor (charge −w, prefactor B, exponent u), with z, w > 0, neutrality reads

z A exp(σt − zm) = w B exp(ut + wm).

Taking logarithms,

m = (σ − u)t/(z + w) + ln(zA/(wB))/(z + w).

## The Lean source

```lean
import Mathlib

open Finset

namespace FermiLevelPressureSlope

noncomputable section

variable {ι : Type*} [Fintype ι] {a s : ι → ℝ} {q : ι → ℤ}

/-- Concentration of species `i` with prefactor `a i`, pressure exponent `s i` and charge `q i`,
at log pressure `t` and reduced Fermi level `m`. -/
def conc (a s : ι → ℝ) (q : ι → ℤ) (t m : ℝ) (i : ι) : ℝ :=
  a i * Real.exp (s i * t - q i * m)

/-- Net charge density: the sum of charge times concentration over all species. -/
def netCharge (a s : ι → ℝ) (q : ι → ℤ) (t m : ℝ) : ℝ :=
  ∑ i, (q i : ℝ) * conc a s q t m i

/-- If the exponent of a concentration with positive prefactor moves in the direction of the sign
of the charge, the charge carried by the species increases. -/
theorem charge_lt {c z x y : ℝ} (hc : 0 < c) (h : 0 < z * (y - x)) :
    z * (c * Real.exp x) < z * (c * Real.exp y) := by
  rcases pos_and_pos_or_neg_and_neg_of_mul_pos h with ⟨hz, hd⟩ | ⟨hz, hd⟩
  · have h1 := Real.exp_lt_exp.2 (show x < y by linarith)
    nlinarith [mul_pos hz (mul_pos hc (sub_pos.2 h1))]
  · have h1 := Real.exp_lt_exp.2 (show y < x by linarith)
    nlinarith [mul_pos (neg_pos.2 hz) (mul_pos hc (sub_pos.2 h1))]

/-- If the exponent of a concentration with positive prefactor does not move against the sign of
the charge, the charge carried by the species does not decrease. -/
theorem charge_le {c z x y : ℝ} (hc : 0 < c) (h : 0 ≤ z * (y - x)) :
    z * (c * Real.exp x) ≤ z * (c * Real.exp y) := by
  rcases h.eq_or_lt with h0 | h0
  · rcases mul_eq_zero.1 h0.symm with hz | hd
    · simp [hz]
    · rw [sub_eq_zero.1 hd]
  · exact (charge_lt hc h0).le

/-- With positive prefactors and at least one charged species, the net charge at fixed pressure
strictly decreases as the Fermi level rises. -/
theorem netCharge_strictAnti (ha : ∀ i, 0 < a i) (hq : ∃ i, q i ≠ 0) (t : ℝ) :
    StrictAnti (netCharge a s q t) := by
  intro m m' h
  have e : ∀ i, (q i : ℝ) * ((s i * t - q i * m) - (s i * t - q i * m'))
      = (q i : ℝ) ^ 2 * (m' - m) := fun i => by ring
  obtain ⟨j, hj⟩ := hq
  have hj' : (q j : ℝ) ≠ 0 := by exact_mod_cast hj
  refine Finset.sum_lt_sum (fun i _ => charge_le (ha i) ?_)
    ⟨j, Finset.mem_univ j, charge_lt (ha j) ?_⟩
  · rw [e]
    exact mul_nonneg (sq_nonneg _) (sub_pos.2 h).le
  · rw [e]
    exact mul_pos (by positivity) (sub_pos.2 h)

/-- Charge conjugation: reversing all charges and the Fermi level reverses the net charge. -/
theorem netCharge_conj (a s : ι → ℝ) (q : ι → ℤ) (t m : ℝ) :
    netCharge a s (fun i => -q i) t (-m) = -netCharge a s q t m := by
  simp [netCharge, conc]

/-- With positive prefactors and a negatively charged species present, some Fermi level makes the
net charge nonpositive. -/
theorem exists_nonpos (ha : ∀ i, 0 < a i) (hn : ∃ j, q j < 0) (t : ℝ) :
    ∃ m, netCharge a s q t m ≤ 0 := by
  classical
  obtain ⟨j, hj⟩ := hn
  have hj' : (q j : ℝ) < 0 := by exact_mod_cast hj
  have hd : 0 < a j * Real.exp (s j * t) := mul_pos (ha j) (Real.exp_pos _)
  obtain ⟨e, he⟩ : ∃ e, e = (q j : ℝ) * q j * (a j * Real.exp (s j * t)) := ⟨_, rfl⟩
  have hepos : 0 < e := he ▸ mul_pos (mul_pos_of_neg_of_neg hj' hj') hd
  have hne := hepos.ne'
  obtain ⟨m, hm, hme⟩ : ∃ m : ℝ, 0 ≤ m ∧ e * m = |netCharge a s q t 0| :=
    ⟨|netCharge a s q t 0| / e, div_nonneg (abs_nonneg _) hepos.le, by field_simp⟩
  have split : ∀ x, netCharge a s q t x = (q j : ℝ) * conc a s q t x j
      + ∑ i ∈ univ.erase j, (q i : ℝ) * conc a s q t x i := fun x =>
    (Finset.add_sum_erase _ (fun i => (q i : ℝ) * conc a s q t x i) (Finset.mem_univ j)).symm
  -- the other species carry no more charge than at Fermi level zero
  have rest : ∑ i ∈ univ.erase j, (q i : ℝ) * conc a s q t m i
      ≤ ∑ i ∈ univ.erase j, (q i : ℝ) * conc a s q t 0 i := by
    refine Finset.sum_le_sum fun i _ => charge_le (ha i) ?_
    have h := mul_nonneg (sq_nonneg (q i : ℝ)) hm
    linarith [show (q i : ℝ) * ((s i * t - q i * 0) - (s i * t - q i * m))
      = (q i : ℝ) ^ 2 * m by ring]
  -- the charge carried by species `j` is at most its tangent line at Fermi level zero
  have tangent : (q j : ℝ) * conc a s q t m j ≤ (q j : ℝ) * conc a s q t 0 j - e * m := by
    have h0 : conc a s q t 0 j = a j * Real.exp (s j * t) := by simp [conc]
    have h1 : conc a s q t m j
        = a j * Real.exp (s j * t) * Real.exp (-((q j : ℝ) * m)) := by
      rw [conc, sub_eq_add_neg, Real.exp_add, mul_assoc]
    have h2 := mul_le_mul_of_nonpos_left (Real.add_one_le_exp (-((q j : ℝ) * m)))
      (mul_neg_of_neg_of_pos hj' hd).le
    rw [h0, h1, he]
    linarith
  exact ⟨m, by linarith [split m, split 0, le_abs_self (netCharge a s q t 0)]⟩

/-- With positive prefactors and species of both signs of charge, exactly one Fermi level gives
charge neutrality at each pressure. -/
theorem existsUnique_neutral (ha : ∀ i, 0 < a i) (hp : ∃ i, 0 < q i) (hn : ∃ i, q i < 0)
    (t : ℝ) : ∃! m, netCharge a s q t m = 0 := by
  have hc : Continuous (netCharge a s q t) := by
    unfold netCharge conc
    fun_prop
  have hlow : ∃ m, 0 ≤ netCharge a s q t m := by
    obtain ⟨i, hi⟩ := hp
    obtain ⟨m, hm⟩ := exists_nonpos (s := s) (q := fun i => -q i) ha ⟨i, by simpa using hi⟩ t
    have h := netCharge_conj a s q t (-m)
    rw [neg_neg] at h
    exact ⟨-m, by linarith⟩
  obtain ⟨m, hm⟩ := mem_range_of_exists_le_of_exists_ge hc (exists_nonpos ha hn t) hlow
  obtain ⟨i, hi⟩ := hn
  exact ⟨m, hm, fun y hy =>
    (netCharge_strictAnti ha ⟨i, hi.ne⟩ t).injective (hy.trans hm.symm)⟩

/-- The charge-weighted exponent shift along a line of slope `r`, for a charged species. -/
theorem shift_eq {z σ : ℝ} (hz : z ≠ 0) (r t t' m : ℝ) :
    z * ((σ * t' - z * (m + r * (t' - t))) - (σ * t - z * m))
      = z ^ 2 * (σ / z - r) * (t' - t) := by
  have h : σ / z * z = σ := div_mul_cancel₀ σ hz
  linear_combination (-z * (t' - t)) * h

/-- With positive prefactors and a charged species present, if `r` is at most every ratio of
pressure exponent to charge, the neutral Fermi level rises by at least `r` times the increase in
log pressure. -/
theorem lower_bound (ha : ∀ i, 0 < a i) (hq : ∃ i, q i ≠ 0) {r t t' m m' : ℝ}
    (hr : ∀ i, q i ≠ 0 → r ≤ s i / q i) (ht : t < t')
    (hm : netCharge a s q t m = 0) (hm' : netCharge a s q t' m' = 0) :
    r * (t' - t) ≤ m' - m := by
  have key : netCharge a s q t m ≤ netCharge a s q t' (m + r * (t' - t)) := by
    refine Finset.sum_le_sum fun i _ => charge_le (ha i) ?_
    by_cases hi : q i = 0
    · simp [hi]
    · rw [shift_eq (by exact_mod_cast hi)]
      exact mul_nonneg (mul_nonneg (sq_nonneg _) (sub_nonneg.2 (hr i hi))) (sub_pos.2 ht).le
  by_contra hcon
  have h := netCharge_strictAnti (s := s) ha hq t'
    (show m' < m + r * (t' - t) by linarith [not_le.1 hcon])
  linarith

/-- With positive prefactors and a charged species present, if `R` is at least every ratio of
pressure exponent to charge, the neutral Fermi level rises by at most `R` times the increase in
log pressure. -/
theorem upper_bound (ha : ∀ i, 0 < a i) (hq : ∃ i, q i ≠ 0) {R t t' m m' : ℝ}
    (hR : ∀ i, q i ≠ 0 → s i / q i ≤ R) (ht : t < t')
    (hm : netCharge a s q t m = 0) (hm' : netCharge a s q t' m' = 0) :
    m' - m ≤ R * (t' - t) := by
  obtain ⟨j, hj⟩ := hq
  have h := lower_bound (s := s) (q := fun i => -q i) (r := -R) (m := -m) (m' := -m') ha
    ⟨j, neg_ne_zero.2 hj⟩
    (fun i hi => by
      have h1 := hR i (neg_ne_zero.1 hi)
      push_cast
      rw [div_neg]
      linarith) ht
    (by rw [netCharge_conj, hm, neg_zero]) (by rw [netCharge_conj, hm', neg_zero])
  linarith

/-- With positive prefactors and species of both signs of charge, neutrality defines the Fermi
level as a function of log pressure, and its slope between any two pressures lies between the
least and the greatest ratio of pressure exponent to charge among the charged species. -/
theorem fermi_level_slope (ha : ∀ i, 0 < a i) (hp : ∃ i, 0 < q i) (hn : ∃ i, q i < 0) :
    ∃ m : ℝ → ℝ, (∀ t x, netCharge a s q t x = 0 ↔ x = m t) ∧
      ∃ i j, q i ≠ 0 ∧ q j ≠ 0 ∧
        (∀ k, q k ≠ 0 → s i / q i ≤ s k / q k ∧ s k / q k ≤ s j / q j) ∧
        ∀ t t', t < t' → s i / q i ≤ (m t' - m t) / (t' - t) ∧
          (m t' - m t) / (t' - t) ≤ s j / q j := by
  classical
  choose m hm hu using fun t => existsUnique_neutral (s := s) ha hp hn t
  obtain ⟨l, hl⟩ := hp
  have hq : ∃ i, q i ≠ 0 := ⟨l, hl.ne'⟩
  have hne : (univ.filter fun i => q i ≠ 0).Nonempty := ⟨l, by simp [hl.ne']⟩
  -- the charged species with extreme ratios
  obtain ⟨i, hi, hmin⟩ := Finset.exists_min_image _ (fun k => s k / (q k : ℝ)) hne
  obtain ⟨j, hj, hmax⟩ := Finset.exists_max_image _ (fun k => s k / (q k : ℝ)) hne
  have lo : ∀ k, q k ≠ 0 → s i / q i ≤ s k / q k := fun k hk => hmin k (by simp [hk])
  have hi' : ∀ k, q k ≠ 0 → s k / q k ≤ s j / q j := fun k hk => hmax k (by simp [hk])
  refine ⟨m, fun t x => ⟨fun h => hu t x h, fun h => h ▸ hm t⟩, i, j,
    (Finset.mem_filter.1 hi).2, (Finset.mem_filter.1 hj).2,
    fun k hk => ⟨lo k hk, hi' k hk⟩, fun t t' h => ⟨?_, ?_⟩⟩
  · exact (le_div_iff₀ (sub_pos.2 h)).2 (lower_bound ha hq lo h (hm t) (hm t'))
  · exact (div_le_iff₀ (sub_pos.2 h)).2 (upper_bound ha hq hi' h (hm t) (hm t'))

/-- With positive prefactors and a charged species present, a lower bound `r` on the ratios of
pressure exponent to charge is attained as a slope of the neutral Fermi level exactly when every
charged species has ratio `r`. -/
theorem slope_eq_iff (ha : ∀ i, 0 < a i) (hq : ∃ i, q i ≠ 0) {r t t' m m' : ℝ}
    (hr : ∀ i, q i ≠ 0 → r ≤ s i / q i) (ht : t < t')
    (hm : netCharge a s q t m = 0) (hm' : netCharge a s q t' m' = 0) :
    m' - m = r * (t' - t) ↔ ∀ i, q i ≠ 0 → s i / q i = r := by
  constructor
  · intro h k hk
    by_contra hne
    have hlt : r < s k / q k := lt_of_le_of_ne (hr k hk) (Ne.symm hne)
    have hk' : (q k : ℝ) ≠ 0 := by exact_mod_cast hk
    -- one strictly larger ratio would leave a positive net charge
    have key : netCharge a s q t m < netCharge a s q t' (m + r * (t' - t)) := by
      refine Finset.sum_lt_sum (fun i _ => charge_le (ha i) ?_)
        ⟨k, Finset.mem_univ k, charge_lt (ha k) ?_⟩
      · by_cases hi : q i = 0
        · simp [hi]
        · rw [shift_eq (by exact_mod_cast hi)]
          exact mul_nonneg (mul_nonneg (sq_nonneg _) (sub_nonneg.2 (hr i hi)))
            (sub_pos.2 ht).le
      · rw [shift_eq hk']
        exact mul_pos (mul_pos (by positivity) (sub_pos.2 hlt)) (sub_pos.2 ht)
    rw [show m + r * (t' - t) = m' by linarith, hm, hm'] at key
    exact lt_irrefl _ key
  · intro h
    exact le_antisymm (upper_bound ha hq (fun i hi => (h i hi).le) ht hm hm')
      (lower_bound ha hq hr ht hm hm')

/-- For one donor of charge `z` and one acceptor of charge `-w`, with `z`, `w` and both prefactors
positive, the neutral Fermi level is linear in log pressure with slope `(σ - u) / (z + w)`, where
`σ` and `u` are the pressure exponents of donor and acceptor. -/
theorem donor_acceptor_level {A B : ℝ} (hA : 0 < A) (hB : 0 < B) {z w : ℤ} (hz : 0 < z)
    (hw : 0 < w) (σ u t m : ℝ) :
    netCharge ![A, B] ![σ, u] ![z, -w] t m = 0 ↔
      m = (σ - u) / (z + w) * t + Real.log (z * A / (w * B)) / (z + w) := by
  have hz' : (0 : ℝ) < z := by exact_mod_cast hz
  have hw' : (0 : ℝ) < w := by exact_mod_cast hw
  have hzA := mul_pos hz' hA
  have hwB := mul_pos hw' hB
  have h1 : netCharge ![A, B] ![σ, u] ![z, -w] t m
      = (z : ℝ) * (A * Real.exp (σ * t - z * m))
        + ((-w : ℤ) : ℝ) * (B * Real.exp (u * t - ((-w : ℤ) : ℝ) * m)) := by
    rw [netCharge, Fin.sum_univ_two]
    rfl
  have h2 : netCharge ![A, B] ![σ, u] ![z, -w] t m
      = Real.exp (Real.log (z * A) + (σ * t - z * m))
        - Real.exp (Real.log (w * B) + (u * t - (-(w : ℝ)) * m)) := by
    rw [h1, Real.exp_add, Real.exp_add, Real.exp_log hzA, Real.exp_log hwB]
    push_cast
    ring
  -- neutrality equates the two exponents
  rw [h2, sub_eq_zero, Real.exp_injective.eq_iff, Real.log_div hzA.ne' hwB.ne',
    div_mul_eq_mul_div, ← add_div, eq_div_iff (add_pos hz' hw').ne']
  constructor <;> intro h <;> linear_combination -h

end

end FermiLevelPressureSlope
```

```lean
#print axioms FermiLevelPressureSlope.fermi_level_slope
#print axioms FermiLevelPressureSlope.slope_eq_iff
#print axioms FermiLevelPressureSlope.donor_acceptor_level
```

```
'FermiLevelPressureSlope.fermi_level_slope' depends on axioms: [propext, Classical.choice, Quot.sound]
'FermiLevelPressureSlope.slope_eq_iff' depends on axioms: [propext, Classical.choice, Quot.sound]
'FermiLevelPressureSlope.donor_acceptor_level' depends on axioms: [propext, Classical.choice, Quot.sound]
```

## Reading the theorems and their proofs

The finite type `ι` labels the species; `a`, `s` and `q` hold prefactors, pressure exponents and integer charges. Here `s` is not an entropy and `m` is not a mass. `conc` is c_i and `netCharge` is N.

`fermi_level_slope` is the main statement. It provides a function `m` such that `netCharge a s q t x = 0` holds exactly when `x = m t`, together with charged species `i` and `j` whose ratios are the least and greatest and bound every slope.

`charge_lt` and `charge_le` compare the charge of one species at two exponents; summing them gives `netCharge_strictAnti`. In `exists_nonpos`, `rest` bounds the other species and `tangent` is the exponential estimate. `netCharge_conj` is charge reversal, and `existsUnique_neutral` adds the intermediate value theorem. `shift_eq` is the formula for q_i Δ_i. `lower_bound` uses it and then contradicts monotonicity, while `upper_bound` applies `lower_bound` to the reversed charges. The main theorem picks the extreme species from the finite set of charged ones. `slope_eq_iff` is the equality case, and `donor_acceptor_level` writes both charge terms as single exponentials and equates their exponents.

## Where the exponential law stops

The step left to the user is the identification of real concentrations with a_i exp(s_i t − q_i m), with a_i and s_i constant over the pressure range. That law stands for dilute defects and non-degenerate carriers at fixed temperature, in equilibrium with an ideal gas and with any other phases held at fixed activity. Site saturation, defect interactions, degenerate carriers and dopants frozen in at a fixed concentration all depart from it.

Once a charged species is present, both signs are needed for a root: if all charged species have the same sign, N never vanishes. With no charged species, N is zero at every level and neutrality does not fix m. The theorems concern real numbers, so they say nothing about rounding or about the convergence of a particular root finder. They also take the formation energies as given, and finite-size errors in charged supercells enter through a_i. Such errors can shift m(t), but the slope interval depends only on s_i and q_i.
